# The two-level amplitude series converges absolutely exactly when the coupling is at most half the unperturbed gap

If I don't know what happens at $|z|=1/2$, I can't say whether a perturbation series summed at a coupling of half the level gap has a limit, or which eigenstate that limit describes. My Hamiltonian is $H=\begin{pmatrix}0&z\\z&1\end{pmatrix}$, with the unperturbed gap (the level spacing at $z=0$) as unit of energy, and I write the ground state as $(1,t)$. The amplitude series is $t=\sum_n(-1)^{n+1}C_nz^{2n+1}$, with $C_n$ the Catalan numbers. The ratio of successive terms tends to $4|z|^2$ in modulus, so the ratio test is silent at $1/2$. Worse, the two levels meet at $z=\pm i/2$, on that same circle. Does the series still converge there, and to what?

## The whole circle is included

Yes: it converges absolutely at every point of the circle, even where the levels meet. At $z=1/2$ it gives the ground-state amplitude $1-\sqrt2$.

**The amplitude equation.** Since $H(1,t)=(zt,\,z+t)$, the vector $(1,t)$ is an eigenvector with energy $zt$ exactly when $z+t-zt^2=0$.

**The boundary sum.** Put $b_N=\binom{2N}{N}/4^N$. From $\binom{2N}{N}=(N+1)C_N$ and $\binom{2N+2}{N+1}=2(2N+1)C_N$,
$$b_N-b_{N+1}=\frac{C_N}{4^N}\Big(N+1-\frac{2N+1}{2}\Big)=\frac{C_N}{2\cdot4^N}.$$
The sum telescopes: $\sum_{n<N}C_n/4^n=2-2b_N$. Also $b_{N+1}=b_N\frac{2N+1}{2N+2}$, and $(2N+3)(2N+1)\le(2N+2)^2$, so induction gives $(2N+1)b_N^2\le1$. Hence $b_N\to0$ and $\sum_nC_n/4^n=2$.

**Absolute convergence.** For $|z|=1/2$ the terms have moduli $C_n/(2\cdot4^n)$, which sum to 1; smaller $|z|$ follows by comparison. For $|z|>1/2$, successive moduli have ratio $\frac{4n+2}{n+2}|z|^2$, which is at least 1 from some order on, so the terms cannot tend to zero.

**The value on the circle.** Call the terms $t_n$. The Catalan convolution gives $t_0=-z$ and $t_{n+1}=z\sum_{k+l=n}t_kt_l$. Absolute convergence permits the Cauchy product, so the sum obeys $t=-z+zt^2$, with $|t|\le1$. At $z=1/2$ the roots are $1\pm\sqrt2$, and the bound selects $1-\sqrt2$. At $z=i/2$ the equation becomes $(t+i)^2=0$, so $t=-i$.

## What the theorems say

`summable_norm_iff` states the criterion for complex `z`, which includes real couplings; `‖z‖` is the modulus. For non-real `z` the matrix is symmetric but not Hermitian. `catalan_boundary_sum` gives the value 2, where `HasSum` means convergence to the stated number. `exact_on_circle` and `boundary_values` identify the sum on the circle only.

The index `n` in `amplitudeTerm z n` labels order $2n+1$. For `z ≠ 0`, `IsExactAmplitude` accepts both eigenstates, which coincide at $z=\pm i/2$ (at `z = 0` the upper state $(0,1)$ is not of the form $(1,t)$), and its vector `![1, t]` is unnormalised: at $z=1/2$ the normalised ground state has weight $(2-\sqrt2)/4\approx0.146$ on the upper level. Reducing a real many-level system to these two states is left to the user.

In Lean 4 with Mathlib:

```lean
import Mathlib

open Filter Topology Matrix

namespace TwoLevelBoundary

noncomputable section

/-- The two-level Hamiltonian with coupling `z`, in units of the level gap. -/
def twoLevel (z : ℂ) : Matrix (Fin 2) (Fin 2) ℂ := !![0, z; z, 1]

/-- The amplitude `t` is exact if the state `(1, t)` is an eigenvector of the two-level
Hamiltonian with energy `z t`. -/
def IsExactAmplitude (z t : ℂ) : Prop :=
  twoLevel z *ᵥ ![1, t] = (z * t) • ![1, t]

/-- The term of order `2n+1` in the perturbation series of the amplitude. -/
def amplitudeTerm (z : ℂ) (n : ℕ) : ℂ :=
  (-1) ^ (n + 1) * (catalan n : ℂ) * z ^ (2 * n + 1)

/-- An amplitude is exact if and only if it solves the quadratic amplitude equation
`z + t - z t² = 0`. -/
theorem isExactAmplitude_iff (z t : ℂ) :
    IsExactAmplitude z t ↔ z + t - z * t ^ 2 = 0 := by
  unfold IsExactAmplitude
  constructor
  · intro h
    have h1 := congrFun h 1
    simp [twoLevel, Matrix.mulVec, dotProduct, Fin.sum_univ_two] at h1
    linear_combination h1
  · intro h
    ext i
    fin_cases i
    · simp [twoLevel, Matrix.mulVec, dotProduct, Fin.sum_univ_two]
    · simp [twoLevel, Matrix.mulVec, dotProduct, Fin.sum_univ_two]
      linear_combination h

/-- Two consecutive central binomial coefficients expressed by one Catalan number. -/
theorem centralBinom_eq_catalan (n : ℕ) :
    (n.centralBinom : ℝ) = (n + 1) * catalan n ∧
      ((n + 1).centralBinom : ℝ) = 2 * (2 * n + 1) * catalan n := by
  have h1 : ((n : ℝ) + 1) * catalan n = n.centralBinom := by
    exact_mod_cast succ_mul_catalan_eq_centralBinom n
  have h2 : ((n : ℝ) + 1) * (n + 1).centralBinom = 2 * (2 * n + 1) * n.centralBinom := by
    exact_mod_cast Nat.succ_mul_centralBinom_succ n
  have h0 : (n : ℝ) + 1 ≠ 0 := by positivity
  refine ⟨h1.symm, mul_left_cancel₀ h0 ?_⟩
  rw [h2, ← h1]
  ring

/-- The first `N` terms of the boundary series sum to `2` minus an explicit remainder. -/
theorem catalan_partial_sum (N : ℕ) :
    ∑ n ∈ Finset.range N, (catalan n : ℝ) / 4 ^ n
      = 2 - 2 * ((N.centralBinom : ℝ) / 4 ^ N) := by
  induction N with
  | zero => simp
  | succ N ih =>
    obtain ⟨h1, h2⟩ := centralBinom_eq_catalan N
    rw [Finset.sum_range_succ, ih, h1, h2, pow_succ]
    ring

/-- At the boundary of convergence the Catalan series `∑ C_n / 4^n` equals `2`. -/
theorem catalan_boundary_sum : HasSum (fun n : ℕ => (catalan n : ℝ) / 4 ^ n) 2 := by
  -- the remainder decays at least like the inverse square root of the order
  have hb : ∀ N : ℕ, (2 * (N : ℝ) + 1) * ((N.centralBinom : ℝ) / 4 ^ N) ^ 2 ≤ 1 := by
    intro N
    induction N with
    | zero => simp
    | succ N ih =>
      obtain ⟨h1, h2⟩ := centralBinom_eq_catalan N
      have hr : ((N + 1).centralBinom : ℝ) / 4 ^ (N + 1)
          = (N.centralBinom : ℝ) / 4 ^ N * ((2 * N + 1) / (2 * N + 2)) := by
        rw [h1, h2, pow_succ, div_mul_div_comm,
          div_eq_div_iff (by positivity) (by positivity)]
        ring
      have hq : (2 * (N : ℝ) + 3) / (2 * N + 2) * ((2 * N + 1) / (2 * N + 2)) ≤ 1 := by
        rw [div_mul_div_comm, div_le_one (by positivity)]
        nlinarith
      rw [hr]
      push_cast
      calc (2 * ((N : ℝ) + 1) + 1)
            * ((N.centralBinom : ℝ) / 4 ^ N * ((2 * N + 1) / (2 * N + 2))) ^ 2
          = ((2 * (N : ℝ) + 3) / (2 * N + 2) * ((2 * N + 1) / (2 * N + 2)))
            * ((2 * (N : ℝ) + 1) * ((N.centralBinom : ℝ) / 4 ^ N) ^ 2) := by ring
        _ ≤ 1 := mul_le_one₀ hq (by positivity) ih
  have hsq : Tendsto (fun N : ℕ => ((N.centralBinom : ℝ) / 4 ^ N) ^ 2) atTop (𝓝 0) := by
    refine squeeze_zero (fun N => by positivity) (fun N => ?_)
      (tendsto_one_div_add_atTop_nhds_zero_nat (𝕜 := ℝ))
    rw [le_div_iff₀ (by positivity)]
    have h0 : 0 ≤ (N : ℝ) * ((N.centralBinom : ℝ) / 4 ^ N) ^ 2 := by positivity
    linarith [hb N]
  have hlim : Tendsto (fun N : ℕ => (N.centralBinom : ℝ) / 4 ^ N) atTop (𝓝 0) := by
    have h := hsq.sqrt
    rw [Real.sqrt_zero] at h
    exact h.congr fun N => Real.sqrt_sq (by positivity)
  rw [hasSum_iff_tendsto_nat_of_nonneg (fun n => by positivity)]
  have h := (hlim.const_mul 2).const_sub 2
  rw [mul_zero, sub_zero] at h
  exact h.congr fun N => (catalan_partial_sum N).symm

/-- The modulus of each term depends on the coupling only through its modulus. -/
theorem norm_amplitudeTerm (z : ℂ) (n : ℕ) :
    ‖amplitudeTerm z n‖ = catalan n * ‖z‖ ^ (2 * n + 1) := by
  simp [amplitudeTerm]

/-- On the circle `|z| = 1/2` the moduli of the terms sum to `1`. -/
theorem hasSum_norm_on_circle {z : ℂ} (hz : ‖z‖ = 1 / 2) :
    HasSum (fun n => ‖amplitudeTerm z n‖) 1 := by
  have h := catalan_boundary_sum.div_const 2
  rw [div_self (two_ne_zero' ℝ)] at h
  have e : (fun n => ‖amplitudeTerm z n‖) = fun n : ℕ => (catalan n : ℝ) / 4 ^ n / 2 := by
    funext n
    rw [norm_amplitudeTerm, hz, pow_succ, pow_mul,
      show ((1 / 2 : ℝ) ^ 2) = 1 / 4 by norm_num, _root_.one_div_pow]
    ring
  rw [e]
  exact h

/-- The amplitude series converges absolutely if and only if the coupling satisfies
`|z| ≤ 1/2`. -/
theorem summable_norm_iff (z : ℂ) :
    Summable (fun n => ‖amplitudeTerm z n‖) ↔ ‖z‖ ≤ 1 / 2 := by
  constructor
  · intro hs
    by_contra hz
    have hz' : 1 / 2 < ‖z‖ := not_le.mp hz
    have hd : 0 < 4 * ‖z‖ ^ 2 - 1 := by nlinarith
    obtain ⟨N, hN⟩ := exists_nat_ge (2 / (4 * ‖z‖ ^ 2 - 1))
    rw [div_le_iff₀ hd] at hN
    -- from index N on, the moduli no longer decrease
    have hstep : ∀ n, N ≤ n → ‖amplitudeTerm z n‖ ≤ ‖amplitudeTerm z (n + 1)‖ := by
      intro n hn
      have hn' : (N : ℝ) ≤ n := by exact_mod_cast hn
      have h1 := (centralBinom_eq_catalan (n + 1)).1
      rw [(centralBinom_eq_catalan n).2] at h1
      push_cast at h1
      have hc : (0 : ℝ) ≤ catalan n := by positivity
      have hk : (n : ℝ) + 2 ≤ (4 * n + 2) * ‖z‖ ^ 2 := by
        nlinarith [mul_le_mul_of_nonneg_right hn' hd.le, sq_nonneg ‖z‖]
      have hm : (catalan n : ℝ) ≤ catalan (n + 1) * ‖z‖ ^ 2 := by
        refine le_of_mul_le_mul_left ?_ (by positivity : (0 : ℝ) < n + 2)
        calc ((n : ℝ) + 2) * catalan n
            ≤ ((4 * n + 2) * ‖z‖ ^ 2) * catalan n := mul_le_mul_of_nonneg_right hk hc
          _ = ((n : ℝ) + 2) * (catalan (n + 1) * ‖z‖ ^ 2) := by
              linear_combination ‖z‖ ^ 2 * h1
      rw [norm_amplitudeTerm, norm_amplitudeTerm]
      calc (catalan n : ℝ) * ‖z‖ ^ (2 * n + 1)
          ≤ (catalan (n + 1) * ‖z‖ ^ 2) * ‖z‖ ^ (2 * n + 1) :=
            mul_le_mul_of_nonneg_right hm (by positivity)
        _ = catalan (n + 1) * ‖z‖ ^ (2 * (n + 1) + 1) := by ring
    have hlow : ∀ n, N ≤ n → ‖amplitudeTerm z N‖ ≤ ‖amplitudeTerm z n‖ := by
      intro n hn
      induction n, hn using Nat.le_induction with
      | base => exact le_rfl
      | succ n hn ih => exact ih.trans (hstep n hn)
    have hle : ‖amplitudeTerm z N‖ ≤ 0 :=
      ge_of_tendsto hs.tendsto_atTop_zero (eventually_atTop.2 ⟨N, hlow⟩)
    have hcpos : 0 < catalan N := by
      refine Nat.pos_of_ne_zero fun h => ?_
      have h1 := succ_mul_catalan_eq_centralBinom N
      rw [h, mul_zero] at h1
      exact (Nat.centralBinom_pos N).ne h1
    have hcpos' : (0 : ℝ) < catalan N := by exact_mod_cast hcpos
    have hzpos : 0 < ‖z‖ := by linarith
    rw [norm_amplitudeTerm] at hle
    exact absurd hle (not_le.mpr (by positivity))
  · intro hz
    -- compare with the boundary series
    have hh : ‖(1 / 2 : ℂ)‖ = 1 / 2 := by norm_num
    refine Summable.of_nonneg_of_le (fun n => norm_nonneg _) (fun n => ?_)
      (hasSum_norm_on_circle hh).summable
    rw [norm_amplitudeTerm, norm_amplitudeTerm, hh]
    gcongr

/-- For every coupling on the circle `|z| = 1/2` the series sums to an exact amplitude, of
modulus at most `1`. -/
theorem exact_on_circle {z : ℂ} (hz : ‖z‖ = 1 / 2) :
    IsExactAmplitude z (∑' n, amplitudeTerm z n) ∧ ‖∑' n, amplitudeTerm z n‖ ≤ 1 := by
  have hn := hasSum_norm_on_circle hz
  refine ⟨?_, (norm_tsum_le_tsum_norm hn.summable).trans hn.tsum_eq.le⟩
  -- the Catalan convolution generates each order from the lower ones
  have hstep : ∀ n : ℕ, amplitudeTerm z (n + 1) =
      z * ∑ kl ∈ Finset.HasAntidiagonal.antidiagonal n,
        amplitudeTerm z kl.1 * amplitudeTerm z kl.2 := by
    intro n
    unfold amplitudeTerm
    rw [catalan_succ']
    push_cast
    rw [Finset.mul_sum, Finset.sum_mul, Finset.mul_sum]
    refine Finset.sum_congr rfl ?_
    rintro ⟨k, l⟩ h
    rw [Finset.HasAntidiagonal.mem_antidiagonal] at h
    dsimp only at h ⊢
    subst h
    ring
  have h0 : amplitudeTerm z 0 = -z := by simp [amplitudeTerm]
  have hsum := (Summable.of_norm hn.summable).tsum_eq_zero_add
  rw [h0, tsum_congr hstep, tsum_mul_left,
    ← tsum_mul_tsum_eq_tsum_sum_antidiagonal_of_summable_norm hn.summable hn.summable] at hsum
  rw [isExactAmplitude_iff]
  linear_combination hsum

/-- At the boundary coupling `z = 1/2` the series sums to `1 - √2`; at the boundary coupling
`z = i/2`, it sums to `-i`, which is the only exact amplitude there. -/
theorem boundary_values :
    HasSum (amplitudeTerm (1 / 2)) ((1 - √2 : ℝ) : ℂ) ∧
      HasSum (amplitudeTerm (Complex.I / 2)) (-Complex.I) ∧
      ∀ t, IsExactAmplitude (Complex.I / 2) t → t = -Complex.I := by
  have hu : ∀ t, IsExactAmplitude (Complex.I / 2) t → t = -Complex.I := by
    intro t ht
    rw [isExactAmplitude_iff] at ht
    have hsq : (t + Complex.I) ^ 2 = 0 := by
      linear_combination 2 * Complex.I * ht + t ^ 2 * Complex.I_sq
    exact eq_neg_of_add_eq_zero_left (pow_eq_zero_iff two_ne_zero |>.mp hsq)
  refine ⟨?_, ?_, hu⟩
  · have hz : ‖(1 / 2 : ℂ)‖ = 1 / 2 := by norm_num
    obtain ⟨he, hle⟩ := exact_on_circle hz
    have hs := (Summable.of_norm (hasSum_norm_on_circle hz).summable).hasSum
    rw [isExactAmplitude_iff] at he
    generalize (∑' n, amplitudeTerm (1 / 2) n) = t at he hle hs
    have h2 : ((√2 : ℝ) : ℂ) ^ 2 = 2 := by
      exact_mod_cast Real.sq_sqrt (by norm_num : (0 : ℝ) ≤ 2)
    have hf : (t - ((1 - √2 : ℝ) : ℂ)) * (t - ((1 + √2 : ℝ) : ℂ)) = 0 := by
      push_cast
      linear_combination (-2) * he - h2
    rcases mul_eq_zero.mp hf with h | h
    · rwa [sub_eq_zero.mp h] at hs
    · -- the other root lies outside the unit disc
      rw [sub_eq_zero.mp h, Complex.norm_real, Real.norm_of_nonneg (by positivity)] at hle
      have hp : 0 < √2 := Real.sqrt_pos.mpr (by norm_num)
      linarith
  · have hz : ‖Complex.I / 2‖ = 1 / 2 := by simp
    have hs := (Summable.of_norm (hasSum_norm_on_circle hz).summable).hasSum
    rwa [hu _ (exact_on_circle hz).1] at hs

end

end TwoLevelBoundary
```

```lean
#print axioms TwoLevelBoundary.summable_norm_iff
-- 'TwoLevelBoundary.summable_norm_iff' depends on axioms: [propext, Classical.choice, Quot.sound]
#print axioms TwoLevelBoundary.exact_on_circle
-- 'TwoLevelBoundary.exact_on_circle' depends on axioms: [propext, Classical.choice, Quot.sound]
#print axioms TwoLevelBoundary.boundary_values
-- 'TwoLevelBoundary.boundary_values' depends on axioms: [propext, Classical.choice, Quot.sound]
```

## From the lemmas to the result

`centralBinom_eq_catalan` supplies the two binomial identities, and `catalan_partial_sum` does the telescoping by induction. Inside `catalan_boundary_sum`, `hb` is the bound on $b_N^2$; `squeeze_zero` and a square root then give $b_N\to0$.

In `summable_norm_iff`, `hstep` shows that the moduli stop decreasing and `hlow` keeps them above a positive one, contradicting a zero limit. The converse compares with `hasSum_norm_on_circle`. In `exact_on_circle`, `hstep` is the convolution recurrence, and the Cauchy product turns it into the amplitude equation. `boundary_values` factorises that equation and excludes $1+\sqrt2$ by its modulus.

## Summing order by order

For two determinants, $t$ is the coefficient of the excited one relative to the reference, and the series expands it in coupling over gap, the gap being the difference of their diagonal matrix elements of $H$. At $z=1/2$ the partial sums run $-0.5,\,-0.375,\,-0.4375,\,-0.398,\dots$ towards $-0.414$. At $z=i/2$ all terms have the same phase and $N$ terms give $-i(1-b_N)$: ten terms reach only $-0.824i$.

Some restriction on $z$ is needed for the series to give the amplitude. At $z=1$ the terms are $-1,1,-2,5,-14,\dots$ and have no sum, although the ground-state amplitude $(1-\sqrt5)/2$ exists.
